# A finite complex amplitude vector whose squared moduli sum to zero is the zero vector

The lemma `eq_zero_of_flux` takes a family of complex amplitudes `v` over a finite index type and says that if the sum of their squared moduli is zero, then every amplitude is zero. This sum is what the file calls `flux`: it is the squared Euclidean norm, and no current or time evolution enters. The vector is not assumed to be normalised; a normalised one would have `flux` equal to 1 and could not meet the hypothesis. The attempt passes to the dot product of `v` with its complex conjugate, using a Mathlib lemma that this product vanishes only for the zero vector, and then tries to rewrite the product as the flux.

The failing Lean file:

```lean
import Mathlib

open Matrix

namespace EqZeroOfFlux

/-- The total flux of an amplitude vector: the sum of the squared moduli, which is the
squared Euclidean norm. -/
noncomputable def flux {k : Type*} [Fintype k] (v : k → ℂ) : ℝ := ∑ i, ‖v i‖ ^ 2

lemma eq_zero_of_flux {k : Type*} [Fintype k] {v : k → ℂ} (h : flux v = 0) : v = 0 := by
  apply dotProduct_star_self_eq_zero.mp
  rw [dotProduct_comm, ← flux_eq_dot, h, Complex.ofReal_zero]

end EqZeroOfFlux
```

The compiler's answer:

```
Main.lean:12:8: error(lean.synthInstanceFailed): failed to synthesize instance of type class
  PartialOrder ℂ

Hint: Type class instance resolution failures can be inspected with the `set_option trace.Meta.synthInstance true` command.
Main.lean:12:8: error(lean.synthInstanceFailed): failed to synthesize instance of type class
  StarOrderedRing ℂ

Hint: Type class instance resolution failures can be inspected with the `set_option trace.Meta.synthInstance true` command.
Main.lean:13:25: error(lean.unknownIdentifier): Unknown identifier `flux_eq_dot`
Main.lean:11:86: error: unsolved goals
k : Type u_1
inst✝ : Fintype k
v : k → ℂ
h : flux v = 0
⊢ v ⬝ᵥ star v = 0

k : Type u_1
inst✝ : Fintype k
v : k → ℂ
h : flux v = 0
⊢ PartialOrder ℂ

k : Type u_1
inst✝ : Fintype k
v : k → ℂ
h : flux v = 0
⊢ StarOrderedRing ℂ
```

The mended proof, as a diff:

```diff
@@ -10,6 +10,9 @@
 
 lemma eq_zero_of_flux {k : Type*} [Fintype k] {v : k → ℂ} (h : flux v = 0) : v = 0 := by
-  apply dotProduct_star_self_eq_zero.mp
-  rw [dotProduct_comm, ← flux_eq_dot, h, Complex.ofReal_zero]
+  unfold flux at h
+  ext i
+  have hi := (Finset.sum_eq_zero_iff_of_nonneg (fun i _ => sq_nonneg ‖v i‖)).mp h i
+    (Finset.mem_univ i)
+  simpa using hi
 
 end EqZeroOfFlux
```

The first two messages say that Lean found no `PartialOrder ℂ` and no `StarOrderedRing ℂ`, both of which `dotProduct_star_self_eq_zero` requires. Mathlib does have these instances for ℂ, but they are scoped in `ComplexOrder`, which the file does not open. The third message is a separate fault: `flux_eq_dot`, which was to turn the dot product into the flux cast to ℂ, is not a name Lean can find, and the file does not declare it. The last message lists what remained unproved: the dot-product equation and the two instances.

The repair drops the dot product, and with it both faults. `unfold flux at h` exposes the sum, and `ext i` reduces the goal to a single component. The terms `‖v i‖ ^ 2` are non-negative real numbers, so `Finset.sum_eq_zero_iff_of_nonneg` needs only the order on ℝ and shows that each is zero. `simpa` then passes from `‖v i‖ ^ 2 = 0` to the vanishing of `v i`.
